# A confining polynomial potential on the line with simple stationary points has one more well than it has barriers

Take the symmetric double well $V(x)=\tfrac14x^4-\tfrac12x^2$. Its slope is

$$V'(x)=x^3-x=(x-1)\,Q(x),\qquad Q(x)=x(x+1).$$

The slope crosses zero upward at a well and downward at a barrier. At $x=1$ it crosses upward, because $Q(1)=2>0$. To the left of $1$ the factor $x-1$ is negative, so $V'$ crosses in the opposite direction to $Q$. Since $Q$ goes down through $-1$ and up through $0$, $V'$ goes up through $-1$ and down through $0$. The result is two wells and one barrier.

Removing the largest zero in this way, again and again, settles every real polynomial $V$ of positive even degree with positive leading coefficient, provided that $V''\neq0$ wherever $V'=0$.

In Lean 4 with Mathlib:

```lean
import Mathlib

open Polynomial Filter Topology

namespace WellsAndBarriers

noncomputable section
```

## Wells, barriers and crossings

A well is the position of a local minimum of $x\mapsto V(x)$. The type `ℝ[X]` holds real polynomials, and `V.eval y` is the number $V(y)$. The condition `IsLocalMin` is the usual one: $V(y)\ge V(x)$ for all $y$ near $x$. It mentions no derivatives.

```lean
/-- The wells of a potential: the positions of its local minima on the real line. -/
def wells (V : ℝ[X]) : Set ℝ := {x | IsLocalMin (fun y => V.eval y) x}
```

A barrier is the position of a local maximum. In this one-dimensional model it plays the part of a transition state.

```lean
/-- The barriers of a potential: the positions of its local maxima on the real line. -/
def barriers (V : ℝ[X]) : Set ℝ := {x | IsLocalMax (fun y => V.eval y) x}
```

A zero of a polynomial $F$ is simple if $F'\neq0$ there. Applied to $F=V'$, this says that the force constant $V''$ is nonzero at every stationary point, so no well or barrier is flat to second order.

```lean
/-- Every real zero of `F` is simple: the slope of `F` does not vanish there. -/
def SimpleZeros (F : ℝ[X]) : Prop :=
  ∀ x : ℝ, F.eval x = 0 → F.derivative.eval x ≠ 0
```

The signed count $s(F)$ adds $+1$ for each distinct real zero with $F'>0$ and $-1$ for each of the others. If the zeros are simple, it is the number of upward crossings minus the number of downward ones.

```lean
/-- The signed count of the real zeros of `F`: a zero with positive slope counts `+1`,
any other zero counts `-1`. -/
def signedCount (F : ℝ[X]) : ℤ :=
  ∑ x ∈ F.roots.toFinset, if 0 < F.derivative.eval x then 1 else -1
```

## Curvature sorts the stationary points

The analytic derivative of $V$ is the derivative polynomial, which lets calculus and algebra share one $V'$.

```lean
/-- The slope of the potential energy curve is given by the derivative polynomial. -/
theorem deriv_potential (V : ℝ[X]) :
    deriv (fun y => V.eval y) = fun y => V.derivative.eval y :=
  funext fun y => (V.hasDerivAt y).deriv
```

If $V'(x)=0$ and $V''(x)>0$, then $V'$ is negative just left of $x$ and positive just right of it. So $V$ falls and then rises, and $x$ is a well. Mathlib supplies this second derivative test.

```lean
/-- A stationary point with positive curvature is a well. -/
theorem mem_wells_of_curvature_pos (V : ℝ[X]) (x : ℝ) (h1 : V.derivative.eval x = 0)
    (h2 : 0 < V.derivative.derivative.eval x) : x ∈ wells V := by
  change IsLocalMin (fun y => V.eval y) x
  apply isLocalMin_of_deriv_deriv_pos
  · rw [deriv_potential, deriv_potential]
    exact h2
  · rw [deriv_potential]
    exact h1
  · exact V.continuous.continuousAt
```

If $V''(x)<0$ instead, the same test applied to $-V$ gives a barrier.

```lean
/-- A stationary point with negative curvature is a barrier. -/
theorem mem_barriers_of_curvature_neg (V : ℝ[X]) (x : ℝ) (h1 : V.derivative.eval x = 0)
    (h2 : V.derivative.derivative.eval x < 0) : x ∈ barriers V := by
  -- turn the potential upside down
  have h : IsLocalMin (fun y => (-V).eval y) x :=
    mem_wells_of_curvature_pos (-V) x
      (by rw [derivative_neg, eval_neg, h1, neg_zero])
      (by rw [derivative_neg, derivative_neg, eval_neg]; linarith)
  change IsLocalMax (fun y => V.eval y) x
  simpa only [eval_neg, neg_neg] using h.neg
```

For the converse, suppose that $x$ is both a well and a barrier. Then $V(y)=V(x)$ for all $y$ near $x$, and differentiating this constant twice gives $V''(x)=0$. In the code the two neighbourhood conditions are combined into a local equality, which is then differentiated.

```lean
/-- A point that is both a local minimum and a local maximum has zero curvature. -/
theorem curvature_eq_zero (V : ℝ[X]) (x : ℝ) (hw : x ∈ wells V) (hb : x ∈ barriers V) :
    V.derivative.derivative.eval x = 0 := by
  have hmin : ∀ᶠ y in 𝓝 x, V.eval x ≤ V.eval y := hw
  have hmax : ∀ᶠ y in 𝓝 x, V.eval y ≤ V.eval x := hb
  -- the potential is constant near the point
  have he : (fun y => V.eval y) =ᶠ[𝓝 x] fun _ => V.eval x := by
    filter_upwards [hmin, hmax] with y h1 h2 using le_antisymm h2 h1
  have h := he.deriv.deriv_eq
  rw [deriv_potential, deriv_potential] at h
  simpa using h
```

## Signs fixed by the behaviour at infinity

Let $Q$ have positive leading coefficient and no zero in $[a,\infty)$. Then $Q(a)>0$. If $Q$ is constant, its value is its leading coefficient. Otherwise $Q(x)\to\infty$ as $x\to\infty$, so if $Q(a)\le0$ there would be some $b\ge a$ with $Q(b)>0$, and the intermediate value theorem would put a zero in $[a,b]$.

```lean
/-- A polynomial with positive leading coefficient and no zero at or above `a` is positive
at `a`. -/
theorem eval_pos_of_no_zero_above (Q : ℝ[X]) (a : ℝ) (hl : 0 < Q.leadingCoeff)
    (h : ∀ x, a ≤ x → Q.eval x ≠ 0) : 0 < Q.eval a := by
  by_contra hcon
  have hn := not_lt.mp hcon
  rcases Nat.eq_zero_or_pos Q.natDegree with h0 | h0
  · obtain ⟨c, rfl⟩ := natDegree_eq_zero.mp h0
    rw [leadingCoeff_C] at hl
    rw [eval_C] at hn
    linarith
  · have ht := Q.tendsto_atTop_of_leadingCoeff_nonneg
      (natDegree_pos_iff_degree_pos.mp h0) hl.le
    obtain ⟨b, hb, hab⟩ := ((ht.eventually_gt_atTop 0).and (eventually_ge_atTop a)).exists
    -- a sign change between a and b would force a zero
    obtain ⟨x, hx, hx0⟩ :=
      intermediate_value_Icc hab Q.continuous.continuousOn ⟨hn, hb.le⟩
    exact h x hx.1 hx0
```

If $Q$ has no real zero at all, its degree is even. For odd degree, $-Q(-x)$ would also have positive leading coefficient and no real zero. The previous step at $a=0$ would then give both $Q(0)>0$ and $-Q(0)>0$.

```lean
/-- A polynomial with positive leading coefficient and no real zero has even degree. -/
theorem even_degree_of_no_zero (Q : ℝ[X]) (hl : 0 < Q.leadingCoeff)
    (h : ∀ x, Q.eval x ≠ 0) : Even Q.natDegree := by
  by_contra hcon
  have ho := Nat.not_even_iff_odd.mp hcon
  have h1 := eval_pos_of_no_zero_above Q 0 hl (fun x _ => h x)
  -- for odd degree the reflected polynomial -Q(-x) would be positive at 0 as well
  have h2 := eval_pos_of_no_zero_above (-(Q.comp (-X))) 0
    (by
      rw [leadingCoeff_neg, leadingCoeff_comp (by simp), leadingCoeff_neg, leadingCoeff_X,
        ho.neg_one_pow]
      linarith)
    (fun x _ => by
      simp only [eval_neg, eval_comp, eval_X]
      exact neg_ne_zero.mpr (h (-x)))
  simp only [eval_neg, eval_comp, eval_X, neg_zero] at h2
  linarith
```

## Removing the largest zero

Let $F$ have degree $n$, positive leading coefficient and simple real zeros. The claim is $s(F)=n \bmod 2$, by strong induction on $n$.

If $F$ has no real zero, then $s(F)=0$ and $n$ is even. Otherwise let $a$ be the largest zero and write $F=(x-a)Q$, so that

$$F'(x)=Q(x)+(x-a)\,Q'(x).$$

At $a$ this gives $F'(a)=Q(a)$, which is nonzero by simplicity. The zeros of $Q$ are therefore the remaining zeros of $F$, all below $a$, and $Q(a)>0$ by the sign argument above. The crossing at $a$ is upward.

At a zero $x$ of $Q$ we have $F'(x)=(x-a)Q'(x)$ with $x-a<0$. So $Q'(x)\neq0$, and its sign is opposite to that of $F'(x)$. Hence

$$s(F)=1-s(Q)=1-\bigl((n-1)\bmod 2\bigr)=n\bmod 2.$$

In the proof, `hd` is the product rule, `hpos` is $Q(a)>0$, and `hrec` is the recursion.

```lean
/-- For a polynomial with positive leading coefficient and simple real zeros, the signed
count of the zeros is the parity of the degree. -/
theorem signedCount_eq_parity (n : ℕ) : ∀ F : ℝ[X], F.natDegree = n →
    0 < F.leadingCoeff → SimpleZeros F → signedCount F = ((n % 2 : ℕ) : ℤ) := by
  induction n using Nat.strong_induction_on with
  | _ n ih =>
    intro F hn hl hs
    have hF0 : F ≠ 0 := leadingCoeff_ne_zero.mp hl.ne'
    have hmem : ∀ x, x ∈ F.roots.toFinset ↔ F.eval x = 0 := fun x => by
      rw [Multiset.mem_toFinset, mem_roots hF0, IsRoot.def]
    rcases F.roots.toFinset.eq_empty_or_nonempty with he | hne
    · have hev := even_degree_of_no_zero F hl (fun x hx => by
        have hx' := (hmem x).mpr hx
        rw [he] at hx'
        simp at hx')
      rw [hn] at hev
      rw [signedCount, he, Finset.sum_empty, Nat.even_iff.mp hev]
      rfl
    · -- split off the largest zero a
      obtain ⟨a, ha, hmax⟩ := F.roots.toFinset.exists_max_image id hne
      obtain ⟨Q, rfl⟩ := dvd_iff_isRoot.mpr ((hmem a).mp ha)
      have hQ0 : Q ≠ 0 := right_ne_zero_of_mul hF0
      have hd : ∀ x, ((X - C a) * Q).derivative.eval x
          = Q.eval x + (x - a) * Q.derivative.eval x := fun x => by
        simp [derivative_mul]
      have hlQ : 0 < Q.leadingCoeff := by
        rwa [leadingCoeff_mul, leadingCoeff_X_sub_C, one_mul] at hl
      have hdeg : 1 + Q.natDegree = n := by
        rwa [natDegree_mul (X_sub_C_ne_zero a) hQ0, natDegree_X_sub_C] at hn
      have hz : ∀ x, Q.eval x = 0 → ((X - C a) * Q).eval x = 0 := fun x hx => by
        rw [eval_mul, hx, mul_zero]
      have hQa : Q.eval a ≠ 0 := fun h0 => hs a (hz a h0) (by rw [hd, h0]; ring)
      have hlt : ∀ x, Q.eval x = 0 → x < a := fun x hx =>
        lt_of_le_of_ne (hmax x ((hmem x).mpr (hz x hx))) (fun h => hQa (h ▸ hx))
      have hsQ : SimpleZeros Q := fun x hx h0 =>
        hs x (hz x hx) (by rw [hd, hx, h0]; ring)
      have hpos := eval_pos_of_no_zero_above Q a hlQ
        (fun x hx h0 => absurd (hlt x h0) (not_lt_of_ge hx))
      have hmemQ : ∀ x, x ∈ Q.roots.toFinset ↔ Q.eval x = 0 := fun x => by
        rw [Multiset.mem_toFinset, mem_roots hQ0, IsRoot.def]
      have hins : ((X - C a) * Q).roots.toFinset = insert a Q.roots.toFinset := by
        ext x
        rw [hmem, Finset.mem_insert, hmemQ, eval_mul, mul_eq_zero, eval_sub, eval_X,
          eval_C, sub_eq_zero]
      -- all crossings below a reverse their direction
      have hrec : signedCount ((X - C a) * Q) = 1 - signedCount Q := by
        unfold signedCount
        rw [hins, Finset.sum_insert (fun h => hQa ((hmemQ a).mp h)),
          if_pos (by rw [hd, sub_self, zero_mul, add_zero]; exact hpos),
          sub_eq_add_neg (1 : ℤ), ← Finset.sum_neg_distrib]
        congr 1
        apply Finset.sum_congr rfl
        intro x hx
        have hx0 := (hmemQ x).mp hx
        have hxa := sub_neg.mpr (hlt x hx0)
        rw [hd, hx0, zero_add]
        rcases lt_or_gt_of_ne (hsQ x hx0) with h | h
        · rw [if_pos (mul_pos_of_neg_of_neg hxa h), if_neg (not_lt_of_ge h.le)]
          norm_num
        · rw [if_neg (not_lt_of_ge (mul_neg_of_neg_of_pos hxa h).le), if_pos h]
      rw [hrec, ih Q.natDegree (by omega) Q rfl hlQ hsQ]
      omega
```

## From crossings to wells and barriers

Let $V$ have degree $N\ge1$ and leading coefficient $c>0$, and let the real zeros of $V'$ be simple. Then $V'$ has degree $N-1$ and leading coefficient $Nc>0$, so $s(V')=(N-1)\bmod2=(N+1)\bmod2$.

Every well has $V'=0$. It cannot have $V''<0$, since it would then also be a barrier and its curvature would vanish. So the wells are exactly the stationary points with $V''>0$, and likewise the barriers are those with $V''<0$. These are the equalities `hw` and `hb`. Both sets are finite, and $s(V')$ is the number of wells minus the number of barriers.

Finiteness is part of the conclusion because `ncard` assigns $0$ to an infinite set.

```lean
/-- For a nonconstant potential with positive leading coefficient and simple stationary
points, wells and barriers are finite in number, and the wells exceed the barriers by one
for even degree and by zero for odd degree. -/
theorem wells_eq_barriers_add_parity (V : ℝ[X]) (hdeg : 0 < V.natDegree)
    (hl : 0 < V.leadingCoeff) (hs : SimpleZeros V.derivative) :
    (wells V).Finite ∧ (barriers V).Finite ∧
      (wells V).ncard = (barriers V).ncard + (V.natDegree + 1) % 2 := by
  have hd : V.derivative.natDegree = V.natDegree - 1 :=
    natDegree_eq_of_degree_eq_some (degree_derivative hdeg.ne')
  have hl' : 0 < V.derivative.leadingCoeff := by
    rw [leadingCoeff, hd, coeff_derivative, Nat.sub_add_cancel hdeg]
    exact mul_pos hl (by positivity)
  have hmem : ∀ x, x ∈ V.derivative.roots.toFinset ↔ V.derivative.eval x = 0 := fun x => by
    rw [Multiset.mem_toFinset, mem_roots (leadingCoeff_ne_zero.mp hl'.ne'), IsRoot.def]
  -- the sign of the curvature sorts the stationary points
  have hw : wells V = ↑(V.derivative.roots.toFinset.filter
      (fun x => 0 < V.derivative.derivative.eval x)) := by
    ext x
    rw [Finset.mem_coe, Finset.mem_filter, hmem]
    refine ⟨fun h => ?_, fun h => mem_wells_of_curvature_pos V x h.1 h.2⟩
    have h0 : V.derivative.eval x = 0 := by
      have h' := IsLocalMin.deriv_eq_zero (show IsLocalMin (fun y => V.eval y) x from h)
      rwa [deriv_potential] at h'
    refine ⟨h0, by_contra fun hn => hs x h0 (curvature_eq_zero V x h ?_)⟩
    exact mem_barriers_of_curvature_neg V x h0 (lt_of_le_of_ne (not_lt.mp hn) (hs x h0))
  have hb : barriers V = ↑(V.derivative.roots.toFinset.filter
      (fun x => ¬ 0 < V.derivative.derivative.eval x)) := by
    ext x
    rw [Finset.mem_coe, Finset.mem_filter, hmem]
    refine ⟨fun h => ?_, fun h => mem_barriers_of_curvature_neg V x h.1
      (lt_of_le_of_ne (not_lt.mp h.2) (hs x h.1))⟩
    have h0 : V.derivative.eval x = 0 := by
      have h' := IsLocalMax.deriv_eq_zero (show IsLocalMax (fun y => V.eval y) x from h)
      rwa [deriv_potential] at h'
    exact ⟨h0, fun hp => hs x h0
      (curvature_eq_zero V x (mem_wells_of_curvature_pos V x h0 hp) h)⟩
  have hc : ∀ s : Finset ℝ, (s : Set ℝ).ncard = s.card := fun s => by simp
  have hcount := signedCount_eq_parity _ V.derivative rfl hl' hs
  rw [signedCount, Finset.sum_ite] at hcount
  simp only [Finset.sum_const, nsmul_eq_mul] at hcount
  rw [hw, hb]
  refine ⟨Finset.finite_toSet _, Finset.finite_toSet _, ?_⟩
  rw [hc, hc]
  omega
```

For even $N$ the parity term is $1$.

```lean
/-- A potential of positive even degree with positive leading coefficient and simple
stationary points has finitely many wells and barriers, and exactly one more well than
barriers. -/
theorem wells_eq_barriers_add_one (V : ℝ[X]) (hdeg : 0 < V.natDegree)
    (heven : Even V.natDegree) (hl : 0 < V.leadingCoeff) (hs : SimpleZeros V.derivative) :
    (wells V).Finite ∧ (barriers V).Finite ∧
      (wells V).ncard = (barriers V).ncard + 1 := by
  obtain ⟨h1, h2, h3⟩ := wells_eq_barriers_add_parity V hdeg hl hs
  have h4 := Nat.even_iff.mp heven
  exact ⟨h1, h2, by omega⟩

end

end WellsAndBarriers
```

```lean
#print axioms WellsAndBarriers.wells_eq_barriers_add_one
-- 'WellsAndBarriers.wells_eq_barriers_add_one' depends on axioms: [propext, Classical.choice, Quot.sound]
```

## A sextic by hand, and two hypotheses removed

Let $V(x)=\tfrac16x^6-\tfrac12x^2$. Then $V'(x)=x^5-x=(x-1)\,x\,(x+1)(x^2+1)$ and $V''(x)=5x^4-1$. The curvature is $4$ at $x=\pm1$ and $-1$ at $x=0$: two wells of energy $-\tfrac13$ and a barrier of energy $0$. The recursion starts from $s(x^2+1)=0$ and restores the three real zeros one at a time, giving $1$, $0$, $1$.

Without the positive leading coefficient the statement fails: $V=-x^2$ has one barrier and no well.

Without simplicity it is the signed count that fails. For $V=x^4$ the slope $4x^3$ has degree $3$, but its only zero has zero slope and counts $-1$ instead of $+1$. This potential still has one well and no barrier. The same holds for every polynomial of positive even degree with positive leading coefficient: the sign changes of $V'$ alternate, and the first and the last are upward, so there is one more well than there are barriers. Simplicity is needed only for the curvature-based proof given here.

For an energy profile along a single coordinate, modelled by such a polynomial, the theorem gives a consistency check on a search for stationary points: two wells found with no barrier means that the list is incomplete. It does not address saddle points on surfaces of several coordinates.
